# Crank–Nicolson steps with an invertible implicit factor conserve the RPA norm

**A:** Let $A$ be a Hermitian and $B$ a symmetric complex matrix of the same finite size, and set

$$H=\begin{pmatrix}A&B\\-\bar B&-\bar A\end{pmatrix},\qquad S=\begin{pmatrix}I&0\\0&-I\end{pmatrix}.$$

If the time step $h$ is real and $I+ihH/2$ is invertible, then the Crank–Nicolson propagator $U=(I+ihH/2)^{-1}(I-ihH/2)$ satisfies $(U^k)^\dagger S\,U^k=S$ for every $k=0,1,2,\dots$ Consequently $\sum|X|^2-\sum|Y|^2$ is the same after $k$ steps as at the start, for any amplitude vector $z=(X,Y)$.

**Q:** I know Crank–Nicolson as a unitary scheme. This $H$ is not Hermitian unless $B=0$, so why should anything be conserved?

**A:** Because $H$ is self-adjoint with respect to $S$. Hermiticity gives $A^\dagger=A$ and $\bar A^\dagger=\bar A$. Symmetry gives $B^\dagger=\bar B$ and $\bar B^\dagger=B$. Therefore

$$H^\dagger S=\begin{pmatrix}A&-B\\\bar B&-\bar A\end{pmatrix}\begin{pmatrix}I&0\\0&-I\end{pmatrix}=\begin{pmatrix}A&B\\\bar B&\bar A\end{pmatrix}=SH.$$

Write $P=I+ihH/2$ and $M=I-ihH/2$. Since $h$ is real, the adjoint changes the sign of $ih/2$:

$$P^\dagger S=S-\tfrac{ih}{2}H^\dagger S=S-\tfrac{ih}{2}SH=SM,$$

and reversing $h$ gives $M^\dagger S=SP$. The two factors commute, because $PM=MP=I+h^2H^2/4$. Multiplying $PM=MP$ by $P^{-1}$ on both sides gives $MP^{-1}=P^{-1}M=U$. Then

$$U^\dagger SU=(P^{-1})^\dagger M^\dagger S\,MP^{-1}=(P^{-1})^\dagger S\,PM\,P^{-1}=(P^{-1})^\dagger SM=(P^{-1})^\dagger P^\dagger S=S.$$

For powers, $(U^{k+1})^\dagger SU^{k+1}=U^\dagger\big[(U^k)^\dagger SU^k\big]U=U^\dagger SU=S$, starting from $U^0=I$.

**Q:** I accept the algebra. What I doubt is that the code is about the same objects. What is the space?

**A:** The index type `n` labels the particle-hole pairs, and it is finite. A vector on `n ⊕ n` has a left half $X$ and a right half $Y$. The type `m` serves for facts about general square matrices.

```lean
import Mathlib

open Matrix

namespace CrankNicolsonRPA

noncomputable section

variable {n m : Type*} [Fintype n] [DecidableEq n] [Fintype m] [DecidableEq m]
```

The response matrix is written block by block. `B.map star` is the entrywise conjugate $\bar B$, without a transpose.

```lean
/-- The linear-response matrix `H = [[A, B], [-conj B, -conj A]]`. -/
def rpaH (A B : Matrix n n ℂ) : Matrix (n ⊕ n) (n ⊕ n) ℂ :=
  fromBlocks A B (-(B.map star)) (-(A.map star))
```

**Q:** Sign conventions differ between response codes. Which one is fixed here?

**A:** The minus signs sit in the lower row of $H$, so free propagation reads $i\,\dot z=Hz$ with $\hbar=1$. The product $SH$ is then the matrix with rows $(A,B)$ and $(\bar B,\bar A)$. The metric and the norm follow the same convention, with $X$ counted positively.

```lean
/-- The indefinite metric `S = diag(I, -I)`. -/
def metric (n : Type*) [DecidableEq n] : Matrix (n ⊕ n) (n ⊕ n) ℂ :=
  fromBlocks 1 0 0 (-1)

/-- The RPA norm `∑ |X|² - ∑ |Y|²` of an amplitude vector `z = (X, Y)`. -/
def rpaNorm (z : n ⊕ n → ℂ) : ℝ :=
  ∑ i, ‖z (Sum.inl i)‖ ^ 2 - ∑ i, ‖z (Sum.inr i)‖ ^ 2
```

**Q:** And the propagator? I would solve a linear system at each step, not form an inverse.

**A:** Solving $Pz'=Mz$ for the new vector $z'$ is the same map when $P$ is invertible. `halfStep h H` is $P$, and `halfStep (-h) H` is $M$. The type of `h` is `ℝ`, which is where the reality of the time step enters.

```lean
/-- The half-step factor `I + i h H / 2`. -/
def halfStep (h : ℝ) (H : Matrix m m ℂ) : Matrix m m ℂ :=
  1 + (Complex.I * h / 2) • H

/-- The Crank-Nicolson propagator `U = (I + i h H / 2)⁻¹ (I - i h H / 2)`,
meaningful when `I + i h H / 2` is invertible. -/
def cnStep (h : ℝ) (H : Matrix m m ℂ) : Matrix m m ℂ :=
  (halfStep h H)⁻¹ * halfStep (-h) H
```

Lean assigns the value zero to the inverse of a singular matrix, so `cnStep` describes a time step only when `halfStep h H` is invertible. The conservation theorems carry that condition as `hP`, in the form `IsUnit`.

**Q:** Where do the properties of $A$ and $B$ come from?

**A:** They are assumed. `A.IsHermitian` means $A^\dagger=A$, and `B.IsSymm` means $B^T=B$ with no conjugation. Time-dependent Hartree–Fock and adiabatic TDDFT supply matrices of this kind, but nothing here builds them from orbitals or integrals. The first theorem turns the two assumptions into $H^\dagger S=SH$. It establishes the adjoints of the blocks and then multiplies the block matrices.

```lean
/-- For Hermitian `A` and symmetric `B`, the response matrix is self-adjoint with respect
to the metric: `H† S = S H`. -/
theorem rpaH_pseudoHermitian {A B : Matrix n n ℂ} (hA : A.IsHermitian) (hB : B.IsSymm) :
    (rpaH A B)ᴴ * metric n = metric n * rpaH A B := by
  have hA' : (A.map star)ᴴ = A.map star := by
    ext i j
    exact congrArg star (hA.apply i j)
  have hB1 : Bᴴ = B.map star := by
    ext i j
    exact congrArg star (hB.apply i j)
  have hB2 : (B.map star)ᴴ = B := by
    ext i j
    exact (star_star (B j i)).trans (hB.apply i j)
  rw [rpaH, metric, fromBlocks_conjTranspose, conjTranspose_neg, conjTranspose_neg,
    hA.eq, hA', hB1, hB2, fromBlocks_multiply, fromBlocks_multiply]
  simp
```

The next one is $P^\dagger S=SM$. Its auxiliary statement `hs` is the conjugation of $ih/2$, and the rest expands both sides and uses the previous theorem.

```lean
/-- For Hermitian `A` and symmetric `B`, moving a half-step factor through the metric
reverses the time step: `(I + i h H / 2)† S = S (I - i h H / 2)`. -/
theorem halfStep_adjoint {A B : Matrix n n ℂ} (hA : A.IsHermitian) (hB : B.IsSymm) (h : ℝ) :
    (halfStep h (rpaH A B))ᴴ * metric n = metric n * halfStep (-h) (rpaH A B) := by
  have hs : star (Complex.I * (h : ℂ) / 2) = Complex.I * ((-h : ℝ) : ℂ) / 2 := by
    apply Complex.ext <;> simp
  rw [halfStep, halfStep, conjTranspose_add, conjTranspose_one, conjTranspose_smul,
    Matrix.add_mul, Matrix.mul_add, Matrix.one_mul, Matrix.mul_one, Matrix.smul_mul,
    Matrix.mul_smul, rpaH_pseudoHermitian hA hB, hs]
```

**Q:** You moved $P^{-1}$ past $M$ rather quickly.

**A:** That move has its own lemma: whatever commutes with an invertible $P$ also commutes with $P^{-1}$. The proof inserts $PP^{-1}$ on the right, exchanges $X$ and $P$, and cancels $P^{-1}P$ on the left. In this lemma `X` is any matrix, not the amplitude block.

```lean
/-- The inverse of an invertible matrix `P` commutes with every matrix that commutes
with `P`. -/
theorem inv_commute {P X : Matrix m m ℂ} (hP : IsUnit P) (hc : Commute P X) :
    Commute P⁻¹ X := by
  have hd := (Matrix.isUnit_iff_isUnit_det P).mp hP
  have h1 := Matrix.nonsing_inv_mul P hd
  have h2 := Matrix.mul_nonsing_inv P hd
  calc P⁻¹ * X = P⁻¹ * (X * (P * P⁻¹)) := by rw [h2, mul_one]
    _ = P⁻¹ * (X * P) * P⁻¹ := by simp only [mul_assoc]
    _ = P⁻¹ * (P * X) * P⁻¹ := by rw [hc.eq]
    _ = (P⁻¹ * P) * X * P⁻¹ := by simp only [mul_assoc]
    _ = X * P⁻¹ := by rw [h1, one_mul]
```

The factor $P$ commutes with $H$ because it is the identity plus a multiple of $H$.

```lean
/-- A half-step factor commutes with the matrix `H` that generates it. -/
theorem halfStep_commute (h : ℝ) (H : Matrix m m ℂ) : Commute (halfStep h H) H :=
  (Commute.one_left H).add_left ((Commute.refl H).smul_left _)
```

**Q:** Then show me the single step.

**A:** In the proof below, `hPM` is $P^\dagger S=SM$, `hMP` is $M^\dagger S=SP$, and `hc` is $PM=MP$. After the inverse has been moved to the right, the `calc` chain goes through the same replacements as my displayed calculation. Its last line uses $(P^{-1})^\dagger P^\dagger=(PP^{-1})^\dagger=I$.

```lean
/-- One Crank-Nicolson step preserves the metric, `U† S U = S`, for Hermitian `A`,
symmetric `B`, real `h` and invertible `I + i h H / 2`. -/
theorem cnStep_preserves_metric {A B : Matrix n n ℂ} (hA : A.IsHermitian) (hB : B.IsSymm)
    {h : ℝ} (hP : IsUnit (halfStep h (rpaH A B))) :
    (cnStep h (rpaH A B))ᴴ * metric n * cnStep h (rpaH A B) = metric n := by
  have hPM := halfStep_adjoint hA hB h
  have hMP := halfStep_adjoint hA hB (-h)
  rw [neg_neg] at hMP
  have hc : Commute (halfStep h (rpaH A B)) (halfStep (-h) (rpaH A B)) :=
    (Commute.one_right _).add_right ((halfStep_commute h _).smul_right _)
  have h2 := Matrix.mul_nonsing_inv _ ((Matrix.isUnit_iff_isUnit_det _).mp hP)
  -- write the propagator with the inverse on the right
  rw [cnStep, (inv_commute hP hc).eq, conjTranspose_mul]
  set P := halfStep h (rpaH A B)
  set M := halfStep (-h) (rpaH A B)
  calc (P⁻¹)ᴴ * Mᴴ * metric n * (M * P⁻¹)
      = (P⁻¹)ᴴ * (Mᴴ * metric n) * M * P⁻¹ := by simp only [mul_assoc]
    _ = (P⁻¹)ᴴ * metric n * (P * M) * P⁻¹ := by rw [hMP]; simp only [mul_assoc]
    _ = (P⁻¹)ᴴ * (metric n * M) * (P * P⁻¹) := by rw [hc.eq]; simp only [mul_assoc]
    _ = ((P⁻¹)ᴴ * Pᴴ) * metric n := by rw [h2, mul_one, ← hPM, mul_assoc]
    _ = metric n := by rw [← conjTranspose_mul, h2, conjTranspose_one, one_mul]
```

The statement for `k` steps is proved by induction. The inner $k$ steps collapse to $S$ first, and the remaining step is the theorem just shown.

```lean
/-- Any number `k` of Crank-Nicolson steps preserves the metric, for Hermitian `A`,
symmetric `B`, real `h` and invertible `I + i h H / 2`. -/
theorem cnStep_pow_preserves_metric {A B : Matrix n n ℂ} (hA : A.IsHermitian)
    (hB : B.IsSymm) {h : ℝ} (hP : IsUnit (halfStep h (rpaH A B))) (k : ℕ) :
    (cnStep h (rpaH A B) ^ k)ᴴ * metric n * cnStep h (rpaH A B) ^ k = metric n := by
  induction k with
  | zero => simp
  | succ k ih =>
    have h1 := cnStep_preserves_metric hA hB hP
    set U := cnStep h (rpaH A B)
    rw [pow_succ, conjTranspose_mul]
    calc Uᴴ * (U ^ k)ᴴ * metric n * (U ^ k * U)
        = Uᴴ * ((U ^ k)ᴴ * metric n * U ^ k) * U := by simp only [mul_assoc]
      _ = metric n := by rw [ih, h1]
```

**Q:** Is the norm the only conserved quantity?

**A:** The quadratic form $z^\dagger SHz$ is conserved too. Since $U$ is built from $P^{-1}$ and $M$, it commutes with $H$, and so does $U^k$. Hence

$$(U^k)^\dagger SH\,U^k=(U^k)^\dagger S\,U^kH=SH.$$

The theorem's name calls this form an energy. It is the quadratic form of the stability matrix, not the total energy of the system.

```lean
/-- The quadratic form `S H` is also preserved by `k` steps, for Hermitian `A`,
symmetric `B`, real `h` and invertible `I + i h H / 2`. -/
theorem cnStep_pow_preserves_energy {A B : Matrix n n ℂ} (hA : A.IsHermitian)
    (hB : B.IsSymm) {h : ℝ} (hP : IsUnit (halfStep h (rpaH A B))) (k : ℕ) :
    (cnStep h (rpaH A B) ^ k)ᴴ * (metric n * rpaH A B) * cnStep h (rpaH A B) ^ k
      = metric n * rpaH A B := by
  have hc : Commute (cnStep h (rpaH A B) ^ k) (rpaH A B) :=
    ((inv_commute hP (halfStep_commute h _)).mul_left (halfStep_commute (-h) _)).pow_left k
  have hk := cnStep_pow_preserves_metric hA hB hP k
  set V := cnStep h (rpaH A B) ^ k
  calc Vᴴ * (metric n * rpaH A B) * V
      = Vᴴ * metric n * (rpaH A B * V) := by simp only [mul_assoc]
    _ = (Vᴴ * metric n * V) * rpaH A B := by rw [← hc.eq]; simp only [mul_assoc]
    _ = metric n * rpaH A B := by rw [hk]
```

**Q:** These are matrix identities. I monitor a number along a trajectory.

**A:** The link is $z^\dagger Sz=\sum|X|^2-\sum|Y|^2$, which `metric_form` proves by expanding the two halves of the sum. There `star z ⬝ᵥ` supplies the conjugated vector on the left.

```lean
/-- The metric expectation value `z† S z` is the RPA norm of `z`. -/
theorem metric_form (z : n ⊕ n → ℂ) :
    star z ⬝ᵥ (metric n *ᵥ z) = (rpaNorm z : ℂ) := by
  rw [metric, fromBlocks_mulVec]
  simp [rpaNorm, dotProduct, Fintype.sum_sum_type, neg_mulVec, Complex.conj_mul',
    sub_eq_add_neg]
```

With it, $(U^kz)^\dagger S(U^kz)=z^\dagger(U^k)^\dagger SU^kz=z^\dagger Sz$. The Lean proof compares the two real norms as complex numbers, rewrites both as metric forms, and applies the result for powers.

```lean
/-- The RPA norm of the amplitudes is the same after `k` steps as at the start, for
Hermitian `A`, symmetric `B`, real `h` and invertible `I + i h H / 2`. -/
theorem rpaNorm_conserved {A B : Matrix n n ℂ} (hA : A.IsHermitian) (hB : B.IsSymm)
    {h : ℝ} (hP : IsUnit (halfStep h (rpaH A B))) (k : ℕ) (z : n ⊕ n → ℂ) :
    rpaNorm (cnStep h (rpaH A B) ^ k *ᵥ z) = rpaNorm z := by
  apply Complex.ofReal_injective
  rw [← metric_form, ← metric_form, star_mulVec, ← dotProduct_mulVec, mulVec_mulVec,
    mulVec_mulVec, cnStep_pow_preserves_metric hA hB hP k]
```

**Q:** So if my norm stays constant, my propagation is stable?

**A:** No. The norm is indefinite: $X$ and $Y$ can grow together while the difference of their squared lengths stays fixed. Nor does conservation measure accuracy, since it holds for large $h$ as well as small. For Crank–Nicolson propagation of the linear-response equation in a finite basis, with a constant $H$ of the form assumed above and no external field during the steps, a drift in the norm points to rounding, an incompletely converged linear solve, or an error in the matrices or the code. The converse fails in an important case. If the initial amplitudes describe a Hermitian change of the density matrix, then $Y=\bar X$ at every step, and the norm is zero whatever $A$ and $B$ are. The form $z^\dagger SHz$ is then the more informative quantity to monitor.

**Q:** You still owe me the invertibility of $P$. Am I supposed to check it at every time step?

**A:** There is a sufficient condition that covers all real $h$ at once: $z^\dagger SHz$ has positive real part for every nonzero $z$. In time-dependent Hartree–Fock, for a stationary reference determinant, this says that the energy rises to second order under every nonzero mixing of occupied with virtual orbitals.

Suppose $Pv=0$ with $v\neq0$. Multiplying by $v^\dagger S$ gives

$$v^\dagger Sv+\tfrac{ih}{2}\,q=0,\qquad q=v^\dagger SHv.$$

The first term is real, so the imaginary part reads $\tfrac h2\,\mathrm{Re}\,q=0$. As $\mathrm{Re}\,q>0$, we get $h=0$. But then $P=I$ and $v=0$, a contradiction.

In the proof, `hPv` is the kernel equation, `e` is its projection, and `him` is the imaginary part. The hypothesis `hK` is the stability condition, and this argument needs no separate assumption that $A$ is Hermitian or $B$ symmetric.

```lean
/-- If `z† S H z` has positive real part for every nonzero `z`, then `I + i h H / 2` is
invertible for every real time step `h`. -/
theorem halfStep_isUnit_of_stable {A B : Matrix n n ℂ}
    (hK : ∀ z : n ⊕ n → ℂ, z ≠ 0 → 0 < (star z ⬝ᵥ ((metric n * rpaH A B) *ᵥ z)).re)
    (h : ℝ) : IsUnit (halfStep h (rpaH A B)) := by
  rw [Matrix.isUnit_iff_isUnit_det, isUnit_iff_ne_zero]
  intro hdet
  obtain ⟨v, hv, hPv⟩ := Matrix.exists_mulVec_eq_zero_iff.mpr hdet
  rw [halfStep, add_mulVec, one_mulVec, smul_mulVec] at hPv
  -- project the kernel equation on `v† S`
  have e := congrArg (fun w => star v ⬝ᵥ (metric n *ᵥ w)) hPv
  simp only [mulVec_add, mulVec_smul, dotProduct_add, dotProduct_smul, mulVec_mulVec,
    mulVec_zero, dotProduct_zero, smul_eq_mul, metric_form] at e
  have hpos := hK v hv
  generalize star v ⬝ᵥ ((metric n * rpaH A B) *ᵥ v) = q at e hpos
  -- the imaginary part forces the time step to vanish
  have him : h / 2 * q.re = 0 := by
    have := congrArg Complex.im e
    simpa using this
  have h0 : h = 0 := by
    rcases mul_eq_zero.mp him with h1 | h1 <;> linarith
  exact hv (by simpa [h0] using hPv)
```

**Q:** Can $P$ really become singular for an RPA matrix, or is that a mathematician's worry?

**A:** It can for a matrix of the assumed form, already when $A$ and $B$ are single numbers. Take $A=0$, $B=1$ and $h=2$, values chosen for simplicity and not computed from a molecule. Then

$$P=I+iH=\begin{pmatrix}1&i\\-i&1\end{pmatrix},\qquad P\begin{pmatrix}1\\i\end{pmatrix}=\begin{pmatrix}1+i^2\\-i+i\end{pmatrix}=0.$$

Here $A$ is Hermitian and $B$ is symmetric, so those two properties alone do not guarantee a well-defined step. What is missing is stability: $SH$ has zero diagonal, so $z^\dagger SHz=0$ for $z=(1,0)$. The Lean proof supplies the vector $(1,i)$, checks that it is nonzero, and verifies the kernel equation in both components.

```lean
/-- For `A = 0`, `B = 1` in one dimension and time step `h = 2`, the matrix
`I + i h H / 2` is not invertible. -/
theorem halfStep_singular_example :
    ¬ IsUnit (halfStep 2 (rpaH (0 : Matrix (Fin 1) (Fin 1) ℂ) 1)) := by
  have hH : rpaH (0 : Matrix (Fin 1) (Fin 1) ℂ) 1 = fromBlocks 0 1 (-1) 0 := by
    simp [rpaH]
  rw [Matrix.isUnit_iff_isUnit_det, isUnit_iff_ne_zero, not_not]
  -- the vector `(1, i)` lies in the kernel
  refine Matrix.exists_mulVec_eq_zero_iff.mp
    ⟨Sum.elim (fun _ => 1) (fun _ => Complex.I), ?_, ?_⟩
  · intro h
    have := congrFun h (Sum.inl 0)
    simp at this
  · rw [halfStep, hH, add_mulVec, one_mulVec, smul_mulVec, fromBlocks_mulVec]
    ext i
    rcases i with i | i <;> simp [neg_mulVec]

end

end CrankNicolsonRPA
```

```lean
#print axioms CrankNicolsonRPA.cnStep_pow_preserves_energy
#print axioms CrankNicolsonRPA.rpaNorm_conserved
#print axioms CrankNicolsonRPA.halfStep_isUnit_of_stable
#print axioms CrankNicolsonRPA.halfStep_singular_example
```

```
'CrankNicolsonRPA.cnStep_pow_preserves_energy' depends on axioms: [propext, Classical.choice, Quot.sound]
'CrankNicolsonRPA.rpaNorm_conserved' depends on axioms: [propext, Classical.choice, Quot.sound]
'CrankNicolsonRPA.halfStep_isUnit_of_stable' depends on axioms: [propext, Classical.choice, Quot.sound]
'CrankNicolsonRPA.halfStep_singular_example' depends on axioms: [propext, Classical.choice, Quot.sound]
```

**Q:** Then my remaining objection is to the physics of the model: my Kohn–Sham Hamiltonian changes as the density moves.

**A:** That objection stands. These theorems concern the linearised equation with one fixed $H$ and one fixed $h$, and a full real-time TDDFT run with a density-dependent Hamiltonian is a different problem.
